# The damping factor exp(−π²/(αh²)) is less than one for positive Gaussian exponent and grid spacing

For a Gaussian of exponent α on a grid of spacing h, the damping factor is defined as q = exp(−π²/(αh²)). The lemma states that q < 1 whenever the real numbers α and h are both positive. It concerns only this explicit number, and no wavefunction, grid sum or normalisation enters the statement. The attempt first shows that π²/(αh²) is positive, then tries to reduce the claim to the negativity of the exponent, which should follow by moving the minus sign outside the fraction.

As first written in Lean, the proof fails:

```lean
import Mathlib

open Real

namespace DampingLtOne

noncomputable section

/-- The damping factor `q = exp(-π² / (α h²))` of a Gaussian of exponent `α > 0` on a grid of
spacing `h > 0`. -/
def damping (α h : ℝ) : ℝ := Real.exp (-π ^ 2 / (α * h ^ 2))

lemma damping_lt_one {α h : ℝ} (hα : 0 < α) (hh : 0 < h) : damping α h < 1 := by
  have : 0 < π ^ 2 / (α * h ^ 2) := by positivity
  refine Real.exp_lt_one ?_
  rw [neg_div]
  linarith

end

end DampingLtOne
```

Lean reports:

```
Main.lean:15:9: error(lean.unknownIdentifier): Unknown constant `Real.exp_lt_one`
Main.lean:16:6: error: No goals to be solved
```

Cause. The first message says that Lean knows no constant called `Real.exp_lt_one`, so the `refine` step has no lemma to apply. The second message is a consequence of the first. Lean recovers from the unknown name by filling the goal with a placeholder, and the `?_` never becomes a new goal. When `rw [neg_div]` runs, there is nothing left to rewrite, hence "No goals to be solved". The rewrite itself is not at fault.

The repair uses `Real.exp_lt_one_iff`, an equivalence between `Real.exp x < 1` and `x < 0`. Its `.mpr` direction turns a proof that the exponent is negative into the required bound, so `refine` now leaves the goal `-π ^ 2 / (α * h ^ 2) < 0`. The unchanged lines then work: `neg_div` moves the minus sign outside the fraction, and `linarith` closes the goal from the positivity fact `this`.

After these edits no error is left:

```diff
@@ -13,5 +13,5 @@
 lemma damping_lt_one {α h : ℝ} (hα : 0 < α) (hh : 0 < h) : damping α h < 1 := by
   have : 0 < π ^ 2 / (α * h ^ 2) := by positivity
-  refine Real.exp_lt_one ?_
+  refine Real.exp_lt_one_iff.mpr ?_
   rw [neg_div]
   linarith
```
